# For M ≥ 1 independent pair levels and ε > 0, deviations of the pair number from its mean by εM or more have weight at most 1/(4Mε²)

Take two levels, each holding a pair with probability 1/2, independently. The pair number is 0, 1 or 2 with weights 1/4, 1/2 and 1/4, and its mean is 1. A deviation of at least half the number of levels means a deviation of at least 1, and this has weight 1/2. With a single half-filled level the same criterion is met with weight 1, since the pair number is always 1/2 away from its mean. The second level helps because in half of the cases one level is filled and the other is empty, and their deviations cancel. The variance therefore only doubles, from 1/4 to 1/2, while the square of the threshold quadruples, from 1/4 to 1.

For M levels the variance is at most M/4 and the squared threshold is ε²M². Their ratio is the bound 1/(4Mε²).

A BCS product state has no fixed pair number, unless every level is filled with probability 0 or 1. For such a state on finitely many levels, the bound limits how much weight lies far from the mean, measured on the scale of the number of levels. Fluctuations relative to the mean itself can still be large when the mean is of order one or smaller, however many levels there are.

## Levels and configurations

Let s be a finite set of M levels, and let p_k be the occupation of level k. A configuration is a subset S of s, the set of levels that hold a pair. Its weight is

W_s(S) = ∏_{k∈S} p_k · ∏_{k∈s∖S} (1 − p_k).

In Lean the levels form a `Finset ι` with labels of any type `ι`, M is `s.card`, and the pair number of a configuration is `S.card`.

```lean
import Mathlib

open Finset Filter

namespace PairNumberConcentration

noncomputable section

variable {ι : Type*} [DecidableEq ι]

/-- Weight of the configuration in which exactly the levels in `S`, among the levels `s`,
hold a pair, when level `k` has occupation `p k`. -/
def pairWeight (s : Finset ι) (p : ι → ℝ) (S : Finset ι) : ℝ :=
  (∏ k ∈ S, p k) * ∏ k ∈ s \ S, (1 - p k)
```

The tail sums the weights of all subsets of s that satisfy εM ≤ |card S − Σ_{k∈s} p_k|. Deviations exactly at the threshold are included.

```lean
/-- Total weight of the configurations whose pair number differs from `∑ p k` by at least
the fraction `ε` of the number of levels. -/
def pairNumberTail (s : Finset ι) (p : ι → ℝ) (ε : ℝ) : ℝ :=
  ∑ S ∈ s.powerset with ε * (s.card : ℝ) ≤ |(S.card : ℝ) - ∑ k ∈ s, p k|, pairWeight s p S
```

For a BCS state, level k stands for a pair of time-reversed orbitals, with amplitude v_k for being filled and u_k for being empty. The state enters only through its configuration amplitudes. There is no Fock space, Hamiltonian or gap equation here, so the occupations are given and not derived.

```lean
/-- Amplitude of the pair configuration `S` in a BCS product state: a factor `v k` for each
filled level and `u k` for each empty one. -/
def bcsAmplitude (s : Finset ι) (u v : ι → ℂ) (S : Finset ι) : ℂ :=
  (∏ k ∈ S, v k) * ∏ k ∈ s \ S, u k
```

The hypotheses are taken in turn below. The examples that show what goes wrong without them are worked by hand and do not appear in the Lean file.

## Occupations lie between 0 and 1

The condition 0 ≤ p_k ≤ 1 says that p_k is a probability. Every factor p_k and 1 − p_k is then non-negative, and so is every weight. The derivation needs this when it discards or enlarges terms in a sum of weights.

```lean
/-- Configuration weights are non-negative when all occupations lie in `[0,1]`. -/
theorem pairWeight_nonneg {s S : Finset ι} {p : ι → ℝ}
    (hp : ∀ k ∈ s, 0 ≤ p k ∧ p k ≤ 1) (hS : S ⊆ s) : 0 ≤ pairWeight s p S := by
  refine mul_nonneg (prod_nonneg fun k hk => (hp k (hS hk)).1) (prod_nonneg fun k hk => ?_)
  have h := (hp k (mem_sdiff.mp hk).1).2
  linarith
```

Without the condition the bound can fail. Take one level with p = 2 and ε = 1. The empty configuration has weight −1 and deviation 2, and the filled one has weight 2 and deviation 1. Both count, so the tail is 1, while the bound is 1/4.

## Levels are filled independently

This hypothesis is built into the definition of the weight: the product form says that the levels are statistically independent. In particular they are pairwise uncorrelated, which makes the variances add.

Add a level b to s. Each old configuration S gives two new ones: S itself, with weight (1 − p_b) W_s(S), and S ∪ {b}, with weight p_b W_s(S). `sum_weight_insert` states this splitting for the weighted sum of any function f of the configuration. Its proof splits the subsets with `sum_powerset_insert` and then compares the products in each branch.

```lean
/-- Adding a level `b` splits the weighted sum of any function of the configuration into a branch
with `b` empty and a branch with `b` filled. -/
theorem sum_weight_insert {b : ι} {s : Finset ι} (hb : b ∉ s) (p : ι → ℝ)
    (f : Finset ι → ℝ) :
    ∑ S ∈ (insert b s).powerset, pairWeight (insert b s) p S * f S =
      (1 - p b) * ∑ S ∈ s.powerset, pairWeight s p S * f S +
        p b * ∑ S ∈ s.powerset, pairWeight s p S * f (insert b S) := by
  rw [sum_powerset_insert hb, mul_sum, mul_sum]
  congr 1
  · refine sum_congr rfl fun S hS => ?_
    have hbS : b ∉ S := fun h => hb (mem_powerset.mp hS h)
    have e : insert b s \ S = insert b (s \ S) := by
      ext x
      by_cases h : x = b
      · simp [h, hbS]
      · simp [h]
    have hbd : b ∉ s \ S := fun h => hb (mem_sdiff.mp h).1
    unfold pairWeight
    rw [e, prod_insert hbd]
    ring
  · refine sum_congr rfl fun S hS => ?_
    have hbS : b ∉ S := fun h => hb (mem_powerset.mp hS h)
    have e : insert b s \ insert b S = s \ S := by
      ext x
      by_cases h : x = b
      · simp [h, hb]
      · simp [h]
    unfold pairWeight
    rw [e, prod_insert hbS]
    ring
```

Now let each filled level contribute a real number a_k, and write

D_s(S) = Σ_{k∈S} a_k − Σ_{k∈s} a_k p_k,

V_s = Σ_{k∈s} a_k² p_k(1 − p_k).

The claim is that for every real c

Σ_{S⊆s} W_s(S) (D_s(S) + c)² = V_s + c².

With no levels, the only configuration is the empty one. It has weight 1 and D = 0, so both sides are c². When b is added, D shifts by −a_b p_b in the empty branch and by a_b(1 − p_b) in the filled branch. Applying the claim for s with c replaced by the shifted values gives

(1 − p_b)[V_s + (c − a_b p_b)²] + p_b[V_s + (c + a_b(1 − p_b))²].

The terms linear in c have the coefficient

2a_b[−(1 − p_b)p_b + p_b(1 − p_b)] = 0.

The terms in a_b² give

a_b²[(1 − p_b)p_b² + p_b(1 − p_b)²] = a_b² p_b(1 − p_b).

What remains is V_s + c² + a_b² p_b(1 − p_b), which is the claim for the enlarged set.

The shift c is there because the induction step needs the claim about displaced reference values. Comparing the coefficients of c² and c on the two sides also shows that the weights sum to 1 and that D has mean zero, so neither has to be proved first.

```lean
/-- Second moment of an additive observable, which counts `a k` for each filled level, about its
mean value shifted by `-c`. -/
theorem second_moment (s : Finset ι) (p a : ι → ℝ) (c : ℝ) :
    ∑ S ∈ s.powerset, pairWeight s p S * (∑ k ∈ S, a k - ∑ k ∈ s, a k * p k + c) ^ 2 =
      ∑ k ∈ s, a k ^ 2 * (p k * (1 - p k)) + c ^ 2 := by
  induction s using Finset.induction_on generalizing c with
  | empty => simp [pairWeight]
  | insert b s hb ih =>
    -- an empty level shifts the deviation by `-a p`, a filled one by `a (1 - p)`
    have e1 : ∑ S ∈ s.powerset, pairWeight s p S *
        (∑ k ∈ S, a k - ∑ k ∈ insert b s, a k * p k + c) ^ 2 =
        ∑ k ∈ s, a k ^ 2 * (p k * (1 - p k)) + (c - a b * p b) ^ 2 := by
      rw [← ih (c - a b * p b)]
      refine sum_congr rfl fun S _ => ?_
      rw [sum_insert hb]
      ring
    have e2 : ∑ S ∈ s.powerset, pairWeight s p S *
        (∑ k ∈ insert b S, a k - ∑ k ∈ insert b s, a k * p k + c) ^ 2 =
        ∑ k ∈ s, a k ^ 2 * (p k * (1 - p k)) + (c + a b - a b * p b) ^ 2 := by
      rw [← ih (c + a b - a b * p b)]
      refine sum_congr rfl fun S hS => ?_
      have hbS : b ∉ S := fun h => hb (mem_powerset.mp hS h)
      rw [sum_insert hb, sum_insert hbS]
      ring
    rw [sum_weight_insert hb p
      (fun S => (∑ k ∈ S, a k - ∑ k ∈ insert b s, a k * p k + c) ^ 2), e1, e2, sum_insert hb]
    ring
```

In the Lean proof, `generalizing c` keeps the shift free, `e1` and `e2` are the empty and filled branches, and the last `ring` is the algebra above. The identity holds for all real p_k; the interval [0,1] plays no part in it.

With correlated levels the bound can fail. Give weight 1/2 to all levels empty and weight 1/2 to all levels filled. Every level still has occupation 1/2, but the pair number is always M/2 away from its mean. At ε = 1/2 the tail is 1, and the bound 1/M is violated as soon as M ≥ 2.

## The threshold is positive

Let δ > 0 be a threshold for |D_s(S)|. Where |D_s(S)| ≥ δ, we have D_s(S)² ≥ δ². Since the weights are non-negative,

δ² Σ_{|D|≥δ} W_s(S) ≤ Σ_{|D|≥δ} W_s(S) D_s(S)² ≤ Σ_{S⊆s} W_s(S) D_s(S)² = V_s.

Dividing by δ² gives Chebyshev's inequality for any additive observable.

```lean
/-- Chebyshev bound for an additive observable: the weight of deviations of size at least `δ`
is at most `∑ a² p (1 - p)` divided by `δ²`. -/
theorem additive_tail_le {s : Finset ι} {p : ι → ℝ} (hp : ∀ k ∈ s, 0 ≤ p k ∧ p k ≤ 1)
    (a : ι → ℝ) {δ : ℝ} (hδ : 0 < δ) :
    ∑ S ∈ s.powerset with δ ≤ |∑ k ∈ S, a k - ∑ k ∈ s, a k * p k|, pairWeight s p S ≤
      (∑ k ∈ s, a k ^ 2 * (p k * (1 - p k))) / δ ^ 2 := by
  rw [le_div_iff₀ (by positivity), sum_mul]
  calc _ ≤ ∑ S ∈ s.powerset with δ ≤ |∑ k ∈ S, a k - ∑ k ∈ s, a k * p k|,
        pairWeight s p S * (∑ k ∈ S, a k - ∑ k ∈ s, a k * p k + 0) ^ 2 := by
        refine sum_le_sum fun S hS => ?_
        rw [mem_filter] at hS
        refine mul_le_mul_of_nonneg_left ?_ (pairWeight_nonneg hp (mem_powerset.mp hS.1))
        rw [add_zero, ← sq_abs (_ - _)]
        exact pow_le_pow_left₀ hδ.le hS.2 2
    _ ≤ ∑ S ∈ s.powerset,
        pairWeight s p S * (∑ k ∈ S, a k - ∑ k ∈ s, a k * p k + 0) ^ 2 :=
        sum_le_sum_of_subset_of_nonneg (filter_subset _ _) fun S hS _ =>
          mul_nonneg (pairWeight_nonneg hp (mem_powerset.mp hS)) (sq_nonneg _)
    _ = _ := by rw [second_moment s p a 0]; ring
```

The positivity of δ is used twice: to multiply through by δ², and in `pow_le_pow_left₀`, which squares the inequality δ ≤ |D|. The two inequalities of the `calc` chain are the two above, and its last line is `second_moment` with c = 0.

For the pair number, set a_k = 1 and δ = εM. This δ is positive because ε > 0 and M > 0. Each level contributes at most 1/4 to the variance, since

1/4 − p_k(1 − p_k) = (p_k − 1/2)² ≥ 0.

Therefore V_s ≤ M/4, and the tail is at most

(M/4)/(εM)² = 1/(4Mε²).

`pairNumberTail_le` states this for a non-empty s, occupations in [0,1] on s, and ε > 0. In its proof `hM` is M > 0, `hv` is the variance estimate, and `field_simp` simplifies the quotient.

```lean
/-- Concentration of the pair number: for `M` levels, deviations of at least `ε M` from
`∑ p k` have total weight at most `1 / (4 M ε²)`. -/
theorem pairNumberTail_le {s : Finset ι} (hs : s.Nonempty) {p : ι → ℝ}
    (hp : ∀ k ∈ s, 0 ≤ p k ∧ p k ≤ 1) {ε : ℝ} (hε : 0 < ε) :
    pairNumberTail s p ε ≤ 1 / (4 * (s.card : ℝ) * ε ^ 2) := by
  have hM : (0 : ℝ) < s.card := by exact_mod_cast hs.card_pos
  have h := additive_tail_le hp (fun _ => 1) (mul_pos hε hM)
  simp only [sum_const, nsmul_eq_mul, mul_one, one_mul, one_pow] at h
  -- each level contributes at most 1/4 to the variance
  have hv : ∑ k ∈ s, p k * (1 - p k) ≤ (s.card : ℝ) / 4 := by
    calc _ ≤ ∑ _k ∈ s, (1 / 4 : ℝ) :=
          sum_le_sum fun k _ => by nlinarith [sq_nonneg (p k - 1 / 2)]
      _ = _ := by rw [sum_const, nsmul_eq_mul]; ring
  refine le_trans h ?_
  calc _ ≤ ((s.card : ℝ) / 4) / (ε * s.card) ^ 2 :=
        div_le_div_of_nonneg_right hv (sq_nonneg _)
    _ = _ := by field_simp
```

For negative ε every configuration meets the criterion, so the tail is 1. At ε = −1 and M = 1 the right-hand side is 1/4, and the inequality is false. With no levels the tail is also 1, because the empty configuration has deviation 0 and threshold 0. The right-hand side then divides by zero, which Lean evaluates as 0.

## BCS amplitudes are normalised level by level

For a BCS state the condition on the occupations is replaced by |u_k|² + |v_k|² = 1 for each k in s: a level is either empty or filled, with total probability 1. Setting p_k = |v_k|² gives 0 ≤ p_k ≤ 1 and 1 − p_k = |u_k|². The squared modulus of the configuration amplitude is then

∏_{k∈S} |v_k|² · ∏_{k∈s∖S} |u_k|² = W_s(S),

and the previous bound applies. The phases of u_k and v_k drop out.

```lean
/-- In a BCS state with normalised amplitudes on `M` levels, the probability that the pair
number deviates from `∑ |v k|²` by at least `ε M` is at most `1 / (4 M ε²)`. -/
theorem bcs_pair_number_concentration {s : Finset ι} (hs : s.Nonempty) {u v : ι → ℂ}
    (huv : ∀ k ∈ s, ‖u k‖ ^ 2 + ‖v k‖ ^ 2 = 1) {ε : ℝ} (hε : 0 < ε) :
    ∑ S ∈ s.powerset with ε * (s.card : ℝ) ≤ |(S.card : ℝ) - ∑ k ∈ s, ‖v k‖ ^ 2|,
      ‖bcsAmplitude s u v S‖ ^ 2 ≤ 1 / (4 * (s.card : ℝ) * ε ^ 2) := by
  have hp : ∀ k ∈ s, 0 ≤ ‖v k‖ ^ 2 ∧ ‖v k‖ ^ 2 ≤ 1 := fun k hk =>
    ⟨sq_nonneg _, by linarith [huv k hk, sq_nonneg ‖u k‖]⟩
  refine le_trans (le_of_eq ?_) (pairNumberTail_le hs hp hε)
  -- the squared amplitude is the configuration weight
  refine sum_congr rfl fun S _ => ?_
  unfold bcsAmplitude pairWeight
  rw [norm_mul, norm_prod, norm_prod, mul_pow, ← prod_pow, ← prod_pow]
  congr 1
  refine prod_congr rfl fun k hk => ?_
  linarith [huv k (mem_sdiff.mp hk).1]
```

The proof first derives `hp` from the normalisation, then distributes the norm and the square over the products, and finally replaces |u_k|² by 1 − |v_k|² for the empty levels.

Without normalisation, take one level with u = v = 1 and ε = 1. The reference value |v|² is 1, so the empty configuration has deviation 1. Its squared amplitude is 1, which exceeds the bound 1/4.

## One half-filled level attains the bound

For M = 1, p = 1/2 and ε = 1/2, both configurations deviate by exactly 1/2, so the tail is 1. The bound is 1/(4 · 1 · 1/4) = 1 as well. A smaller constant in place of 1/4 would thus fail for this system. This does not make 1/M the true rate of decay: at fixed ε and large M the bound is far from tight, since the tail for independent levels falls off exponentially in M, a stronger result that is not proved here. The proof lists the two subsets and evaluates the sum.

```lean
/-- For a single half-filled level and `ε = 1/2` the concentration bound is an equality. -/
theorem pairNumberTail_sharp :
    pairNumberTail ({0} : Finset ℕ) (fun _ => 1 / 2) (1 / 2) =
      1 / (4 * ((({0} : Finset ℕ).card : ℕ) : ℝ) * (1 / 2) ^ 2) := by
  have e : ({0} : Finset ℕ).powerset = {∅, {0}} := by decide
  unfold pairNumberTail
  rw [sum_filter, e, sum_pair (by decide)]
  norm_num [pairWeight]
```

## The number of levels grows without bound

The last theorem concerns a sequence of systems, with level sets `s n` and occupations `p n`. The sets need not be nested, and the occupations may change from one system to the next. The hypothesis `hs` says that the number of levels tends to infinity, which is the only sense in which a thermodynamic limit is taken; no volume, density or energy enters. For fixed ε > 0 the tail lies between 0 and 1/(4Mε²), and the upper bound tends to 0 as M grows.

```lean
/-- Thermodynamic limit: along systems whose number of levels grows without bound, the weight
of pair-number deviations of at least a fixed fraction `ε` of the levels tends to zero. -/
theorem pairNumberTail_tendsto_zero {s : ℕ → Finset ι} {p : ℕ → ι → ℝ}
    (hp : ∀ n, ∀ k ∈ s n, 0 ≤ p n k ∧ p n k ≤ 1)
    (hs : Tendsto (fun n => (s n).card) atTop atTop) {ε : ℝ} (hε : 0 < ε) :
    Tendsto (fun n => pairNumberTail (s n) (p n) ε) atTop (nhds 0) := by
  have hM : Tendsto (fun n => ((s n).card : ℝ)) atTop atTop :=
    tendsto_natCast_atTop_atTop.comp hs
  have hc : (0 : ℝ) < 4 * ε ^ 2 := by positivity
  have hlim : Tendsto (fun n => 1 / (4 * ((s n).card : ℝ) * ε ^ 2)) atTop (nhds 0) := by
    refine (tendsto_inv_atTop_zero.comp (hM.const_mul_atTop hc)).congr fun n => ?_
    simp only [Function.comp_apply, one_div]
    congr 1
    ring
  refine squeeze_zero' (Eventually.of_forall fun n => ?_) ?_ hlim
  · exact sum_nonneg fun S hS =>
      pairWeight_nonneg (hp n) (mem_powerset.mp (mem_filter.mp hS).1)
  · filter_upwards [hs.eventually_ge_atTop 1] with n hn
    exact pairNumberTail_le (card_pos.mp hn) (hp n) hε

end

end PairNumberConcentration
```

In the proof, `hlim` is the limit of the upper bound, and `squeeze_zero'` traps the tail between it and zero. The upper bound is required only from some n onwards, because early systems in the sequence may have no levels.

If the number of levels stays fixed, the conclusion can fail: a sequence that repeats one half-filled level has tail 1 at ε = 1/2 for every n.

```lean
#print axioms PairNumberConcentration.pairNumberTail_le
#print axioms PairNumberConcentration.bcs_pair_number_concentration
#print axioms PairNumberConcentration.pairNumberTail_sharp
#print axioms PairNumberConcentration.pairNumberTail_tendsto_zero
```

```
'PairNumberConcentration.pairNumberTail_le' depends on axioms: [propext, Classical.choice, Quot.sound]
'PairNumberConcentration.bcs_pair_number_concentration' depends on axioms: [propext, Classical.choice, Quot.sound]
'PairNumberConcentration.pairNumberTail_sharp' depends on axioms: [propext, Classical.choice, Quot.sound]
'PairNumberConcentration.pairNumberTail_tendsto_zero' depends on axioms: [propext, Classical.choice, Quot.sound]
```
